# The square of the position operator x = (a + b)/√(2w) is (a + b)²/(2w)

In units where ħ = 1 and the mass is 1, the position operator of a harmonic oscillator of angular frequency w > 0 is written through ladder operators as x = (a + b)/√(2w), and the lemma states that its square is (a + b)²/(2w). Here a and b are any two elements of a ring that is an algebra over the complex numbers; no commutation relation is assumed, nor that b is the adjoint of a, and (a + b)² is left unexpanded. The proof unfolds the definition of x, takes the scalar factor out of the square, and then reduces (1/√(2w))² to 1/(2w), using that 2w is not negative.

As first written in Lean, the proof fails:

```lean
import Mathlib

open Polynomial

namespace NormalOrderedQuarticOscillator

noncomputable section

variable {A : Type*} [Ring A] [Algebra ℂ A] {a b : A} {k g w : ℝ}

/-- The position operator `x = (a + b) / √(2w)` built from ladder operators of frequency `w`. -/
def position (w : ℝ) (a b : A) : A := ((1 / √(2 * w) : ℝ) : ℂ) • (a + b)

/-- The squared position is `(a + b)² / (2w)`. -/
theorem position_sq (hw : 0 < w) :
    position w a b ^ 2 = ((1 / (2 * w) : ℝ) : ℂ) • (a + b) ^ 2 := by
  unfold position
  rw [smul_pow, ← Complex.ofReal_pow, div_pow, one_pow, Real.sq_sqrt (by positivity)]

end

end NormalOrderedQuarticOscillator
```

The compiler's answer:

```
Main.lean:18:6: error: Ambiguous term
  smul_pow
Possible interpretations:
  _root_.smul_pow : ∀ (r : ?m.55) (x : ?m.56) (n : ℕ), (r • x) ^ n = r ^ n • x ^ n
  
  Polynomial.smul_pow : ?m.57 → ℕ → ?m.55 → ?m.57
Main.lean:16:66: error: unsolved goals
A : Type u_1
inst✝¹ : Ring A
inst✝ : Algebra ℂ A
a b : A
w : ℝ
hw : 0 < w
⊢ (↑(1 / √(2 * w)) • (a + b)) ^ 2 = ↑(1 / (2 * w)) • (a + b) ^ 2
```

Lean accepts the file once it reads:

```diff
@@ -16,5 +16,5 @@
     position w a b ^ 2 = ((1 / (2 * w) : ℝ) : ℂ) • (a + b) ^ 2 := by
   unfold position
-  rw [smul_pow, ← Complex.ofReal_pow, div_pow, one_pow, Real.sq_sqrt (by positivity)]
+  rw [_root_.smul_pow, ← Complex.ofReal_pow, div_pow, one_pow, Real.sq_sqrt (by positivity)]
 
 end
```

Diagnosis. The first message says that the name `smul_pow` has two readings. Because the file has `open Polynomial`, the short name can mean `Polynomial.smul_pow` as well as the top-level `smul_pow`. Only the top-level one is the equation wanted here, `(r • x) ^ n = r ^ n • x ^ n`; the type shown for the other is that of a function returning a value, not an equation to rewrite with. Lean did not settle on either reading, so the rewrite failed at its first step.

The second message is a consequence of the first. The goal it shows is the one left by `unfold position`, with the scalar still inside the square, so none of the rewrites had taken effect.

The repair writes `_root_.smul_pow`, which names the top-level lemma and leaves no ambiguity. The scalar then comes out of the square, and the remaining rewrites, which are unchanged, finish the proof.
